# Joint convexity of classical relative entropy on finitely many levels

A sample is prepared in one of two ways. The first preparation gives level populations p and the second gives p′, and for each there is a reference distribution, q or q′, for example a Boltzmann distribution at the temperature of that preparation. The mismatch between populations and reference is measured by the relative entropy

D(p, q) = ∑_i p_i ln(p_i / q_i).

Suppose the record of which preparation was used is lost. If the first occurs with probability t, both the populations and the references are then averaged with weights t and 1 − t. For nonnegative populations and strictly positive references, the mismatch of the averages is at most the average mismatch:

D(t p + (1−t) p′, t q + (1−t) q′) ≤ t D(p, q) + (1−t) D(p′, q′).

A two-level example shows that the mismatch can disappear entirely. Take p = (1, 0), p′ = (0, 1), q = q′ = (½, ½) and t = ½. Each preparation has relative entropy ln 2, while the mixture coincides with its reference and has relative entropy 0.

## Ensembles, levels and their populations

The argument is no harder for an ensemble with any finite number of members. In the code, `κ` labels the members and `ι` labels the levels.

```lean
import Mathlib

open Finset

namespace RelativeEntropyJointConvexity

noncomputable section

variable {ι κ : Type*} [Fintype κ]
```

Member k has weight w_k and population p_k,i on level i, written `p k i`. The ensemble average on level i is

P_i = ∑_k w_k p_k,i.

The function `mix` computes this average. The same function, applied to the references, gives Q_i = ∑_k w_k q_k,i.

```lean
/-- Level populations of an ensemble whose member `k` has populations `p k` and weight `w k`. -/
def mix (w : κ → ℝ) (p : κ → ι → ℝ) : ι → ℝ := fun i => ∑ k, w k * p k i
```

Relative entropy is a real number, computed with the natural logarithm. A level with zero population contributes zero, as is usual. Populations are plain real functions, and the theorems below ask for their signs but not for their normalisation, so probability vectors are a special case.

References must be strictly positive on every level. An alternative model would let D take the value +∞ when a populated level has zero reference. It would admit references with empty levels, but the equality condition would need restating, since both sides could be infinite. Merely dropping positivity from the present real-valued definition would not do: Lean sets x/0 = 0 and ln 0 = 0, so a populated level with zero reference would count as no mismatch, and the inequality would fail.

```lean
/-- Relative entropy `∑ p ln (p / q)` of populations `p` with respect to reference
populations `q`. -/
def relEntropy [Fintype ι] (p q : ι → ℝ) : ℝ := ∑ i, p i * Real.log (p i / q i)
```

The Gibbs entropy, in units of the Boltzmann constant, is S(p) = −∑_i p_i ln p_i, when p is normalised and each index i labels a single state, so that a degenerate level is counted once for each of its states.

```lean
/-- Gibbs entropy `-∑ p ln p` of the populations `p`, in units of the Boltzmann constant. -/
def entropy [Fintype ι] (p : ι → ℝ) : ℝ := -∑ i, p i * Real.log (p i)
```

## A tangent plane below a ln(a/b)

On a single level, the quantity to control is f(a, b) = a ln(a/b), with a ≥ 0 and b > 0. Fix r > 0. At points with a = r b, the partial derivatives of f are ln r + 1 and −r, so the tangent plane there is a ln r + a − r b. The claim is that f lies strictly above this plane away from the line a = r b:

a ln r + a − r b < a ln(a/b) whenever a ≠ r b.

If a = 0, the left side is −r b < 0 and the right side is 0. If a > 0, put x = r b / a, which is positive and different from 1. Then ln x < x − 1, that is,

ln r + ln b − ln a < r b / a − 1.

Multiplying by a gives

a ln r + a ln b − a ln a < r b − a,

and rearranging gives the claim. The Lean proof makes the same case split. In the second case `h2` is the logarithmic bound, `h3` is its product with a, and `nlinarith` does the rearrangement.

```lean
/-- For `a ≥ 0`, `b > 0` and `r > 0`, the function `a ln (a / b)` lies strictly above the plane `a
ln r + a - r b` whenever `a` differs from `r b`. -/
theorem tangent_lt {a b r : ℝ} (ha : 0 ≤ a) (hb : 0 < b) (hr : 0 < r) (hne : a ≠ r * b) :
    a * Real.log r + a - r * b < a * Real.log (a / b) := by
  have hrb := mul_pos hr hb
  rcases ha.eq_or_lt with h | h
  · rw [← h]
    simp only [zero_mul]
    linarith
  · -- the strict bound ln x < x - 1 at x = r b / a
    have h1 : r * b / a ≠ 1 := fun e => hne ((div_eq_one_iff_eq h.ne').mp e).symm
    have h2 := Real.log_lt_sub_one_of_pos (div_pos hrb h) h1
    rw [Real.log_div hrb.ne' h.ne', Real.log_mul hr.ne' hb.ne'] at h2
    rw [Real.log_div h.ne' hb.ne']
    have h3 := mul_lt_mul_of_pos_left h2 h
    have h4 : a * (r * b / a - 1) = r * b - a := by field_simp
    rw [h4] at h3
    nlinarith
```

## Averaging the bound over the ensemble

Now let the members have values a_k ≥ 0 and b_k > 0 on one level, and write A = ∑_k w_k a_k and B = ∑_k w_k b_k, with w_k ≥ 0 and B > 0. The weighted log-sum inequality is

A ln(A/B) ≤ ∑_k w_k a_k ln(a_k/b_k).

Suppose first that A > 0 and choose r = A/B. Averaging the tangent plane over the members gives

∑_k w_k (a_k ln r + a_k − r b_k) = A ln r + A − r B = A ln(A/B),

because r B = A. Each term on the left is at most w_k a_k ln(a_k/b_k), which proves the inequality. Equality of the sums forces equality term by term. A member with w_k = 0 imposes nothing, while one with w_k > 0 must satisfy a_k = r b_k, or

a_k B = A b_k.

Conversely, if a_k = r b_k, the plane touches f and the term is an equality.

If A = 0, the ratio r = A/B is zero, and the tangent bound, which assumes r > 0, does not apply to it. But then every product w_k a_k is zero, so both sides of the inequality vanish, and a_k = 0 for each member of positive weight, so the equality condition holds too.

In the code, `hS` evaluates the averaged plane, `hratio` is the case of contact and `hstrict` the case of strict separation. The lemma `Finset.sum_eq_sum_iff_of_le` turns equality of sums into equality of terms.

```lean
/-- Weighted log-sum inequality, with equality exactly when every member of positive weight
has the same ratio `a / b` as the averages. -/
theorem log_sum (w a b : κ → ℝ) (hw : ∀ k, 0 ≤ w k) (ha : ∀ k, 0 ≤ a k)
    (hb : ∀ k, 0 < b k) (hB : 0 < ∑ k, w k * b k) :
    (∑ k, w k * a k) * Real.log ((∑ k, w k * a k) / ∑ k, w k * b k)
        ≤ ∑ k, w k * (a k * Real.log (a k / b k)) ∧
    ((∑ k, w k * a k) * Real.log ((∑ k, w k * a k) / ∑ k, w k * b k)
        = ∑ k, w k * (a k * Real.log (a k / b k)) ↔
      ∀ k, 0 < w k → a k * (∑ l, w l * b l) = (∑ l, w l * a l) * b k) := by
  have hA : 0 ≤ ∑ k, w k * a k := Finset.sum_nonneg fun k _ => mul_nonneg (hw k) (ha k)
  rcases hA.eq_or_lt with h | h
  · -- vanishing average: every weighted population vanishes
    have hz : ∀ k, w k * a k = 0 := fun k =>
      (Finset.sum_eq_zero_iff_of_nonneg (fun k _ => mul_nonneg (hw k) (ha k))).mp
        h.symm k (Finset.mem_univ k)
    have hR : ∑ k, w k * (a k * Real.log (a k / b k)) = 0 :=
      Finset.sum_eq_zero fun k _ => by rw [← mul_assoc, hz k, zero_mul]
    rw [hR, ← h]
    refine ⟨by simp, ⟨fun _ k hk => ?_, fun _ => by simp⟩⟩
    rw [(mul_eq_zero.mp (hz k)).resolve_left hk.ne', zero_mul, zero_mul]
  · -- average the tangent bound, with r the ratio of the averages
    have hr := div_pos h hB
    have hS : ∀ r L : ℝ, ∑ k, w k * (a k * L + a k - r * b k)
        = (∑ k, w k * a k) * L + ∑ k, w k * a k - r * ∑ k, w k * b k := by
      intro r L
      rw [Finset.sum_mul, Finset.mul_sum, ← Finset.sum_add_distrib, ← Finset.sum_sub_distrib]
      exact Finset.sum_congr rfl fun k _ => by ring
    have hL := hS ((∑ k, w k * a k) / ∑ k, w k * b k)
      (Real.log ((∑ k, w k * a k) / ∑ k, w k * b k))
    rw [div_mul_cancel₀ _ hB.ne', add_sub_cancel_right] at hL
    have hratio : ∀ k, a k * (∑ l, w l * b l) = (∑ l, w l * a l) * b k →
        a k * Real.log ((∑ l, w l * a l) / ∑ l, w l * b l) + a k
          - (∑ l, w l * a l) / (∑ l, w l * b l) * b k = a k * Real.log (a k / b k) := by
      intro k e
      have hab : a k / b k = (∑ l, w l * a l) / ∑ l, w l * b l := by
        rw [div_eq_div_iff (hb k).ne' hB.ne']
        exact e
      rw [← hab, div_mul_cancel₀ _ (hb k).ne', add_sub_cancel_right]
    have hstrict : ∀ k, a k * (∑ l, w l * b l) ≠ (∑ l, w l * a l) * b k →
        a k * Real.log ((∑ l, w l * a l) / ∑ l, w l * b l) + a k
          - (∑ l, w l * a l) / (∑ l, w l * b l) * b k < a k * Real.log (a k / b k) := by
      intro k hne
      refine tangent_lt (ha k) (hb k) hr fun hab => hne ?_
      rw [hab, mul_right_comm, div_mul_cancel₀ _ hB.ne']
    have term : ∀ k ∈ (Finset.univ : Finset κ),
        w k * (a k * Real.log ((∑ l, w l * a l) / ∑ l, w l * b l) + a k
          - (∑ l, w l * a l) / (∑ l, w l * b l) * b k)
          ≤ w k * (a k * Real.log (a k / b k)) := by
      intro k _
      refine mul_le_mul_of_nonneg_left ?_ (hw k)
      by_cases e : a k * (∑ l, w l * b l) = (∑ l, w l * a l) * b k
      · exact (hratio k e).le
      · exact (hstrict k e).le
    rw [← hL]
    refine ⟨Finset.sum_le_sum term, (Finset.sum_eq_sum_iff_of_le term).trans ⟨?_, ?_⟩⟩
    · intro e k hk
      by_contra hne
      exact (hstrict k hne).ne (mul_left_cancel₀ hk.ne' (e k (Finset.mem_univ k)))
    · intro e k _
      rcases (hw k).eq_or_lt with h0 | h0
      · simp only [← h0, zero_mul]
      · rw [hratio k (e k h0)]
```

To use this on every level, the averaged reference Q_i must be positive. Since the weights are nonnegative and sum to 1, at least one w_k is positive. Its contribution w_k q_k,i is positive and the others are nonnegative, hence Q_i > 0.

```lean
/-- A normalised mixture of strictly positive populations is strictly positive. -/
theorem mix_pos (w : κ → ℝ) (q : κ → ι → ℝ) (hw : ∀ k, 0 ≤ w k) (hw1 : ∑ k, w k = 1)
    (hq : ∀ k i, 0 < q k i) (i : ι) : 0 < ∑ k, w k * q k i := by
  have hex : ∃ k ∈ (Finset.univ : Finset κ), 0 < w k := by
    by_contra hc
    have : ∑ k, w k ≤ 0 := Finset.sum_nonpos fun k hk => not_lt.mp fun h => hc ⟨k, hk, h⟩
    linarith
  obtain ⟨k, hk, hpos⟩ := hex
  exact Finset.sum_pos' (fun l _ => mul_nonneg (hw l) (hq l i).le)
    ⟨k, hk, mul_pos hpos (hq k i)⟩
```

## Summing over the levels

Apply the log-sum inequality on level i with a_k = p_k,i and b_k = q_k,i, sum over i, and exchange the two finite sums:

D(P, Q) = ∑_i P_i ln(P_i/Q_i)
≤ ∑_i ∑_k w_k p_k,i ln(p_k,i/q_k,i)
= ∑_k w_k D(p_k, q_k).

Equality again has to hold term by term, now in the levels. It therefore holds exactly when

p_k,i Q_i = P_i q_k,i for every level i and every k with w_k > 0.

In words, each member that actually occurs has the population ratio p/q of the mixture on each level. The ratio may differ from one level to another.

The theorem states the inequality and this criterion together. Its hypotheses are nonnegative weights with sum 1, nonnegative populations and positive references. In the proof, `hsw` exchanges the sums and `key` is the log-sum result on each level.

The result applies to quantum states when the density matrices involved are finite-dimensional and all diagonal in one common basis, and the reference matrices have no zero eigenvalue. Then p and q are the diagonal entries in that basis. Joint convexity for non-commuting density matrices is a deeper statement, which this level-by-level argument does not reach.

```lean
variable [Fintype ι]

/-- Joint convexity for any finite ensemble: mixing populations and references with the same
weights cannot raise the relative entropy above its average. Equality holds exactly when each
member of positive weight has the population ratios of the mixture. -/
theorem relEntropy_mix (w : κ → ℝ) (p q : κ → ι → ℝ) (hw : ∀ k, 0 ≤ w k)
    (hw1 : ∑ k, w k = 1) (hp : ∀ k i, 0 ≤ p k i) (hq : ∀ k i, 0 < q k i) :
    relEntropy (mix w p) (mix w q) ≤ ∑ k, w k * relEntropy (p k) (q k) ∧
    (relEntropy (mix w p) (mix w q) = ∑ k, w k * relEntropy (p k) (q k) ↔
      ∀ k, 0 < w k → ∀ i, p k i * mix w q i = mix w p i * q k i) := by
  -- exchange the sums over members and levels, then compare level by level
  have hsw : ∑ k, w k * relEntropy (p k) (q k)
      = ∑ i, ∑ k, w k * (p k i * Real.log (p k i / q k i)) := by
    simp only [relEntropy, Finset.mul_sum]
    exact Finset.sum_comm
  have key := fun i => log_sum w (fun k => p k i) (fun k => q k i) hw
    (fun k => hp k i) (fun k => hq k i) (mix_pos w q hw hw1 hq i)
  have hle : ∀ i ∈ (Finset.univ : Finset ι),
      mix w p i * Real.log (mix w p i / mix w q i)
        ≤ ∑ k, w k * (p k i * Real.log (p k i / q k i)) := fun i _ => (key i).1
  rw [hsw]
  refine ⟨Finset.sum_le_sum hle, (Finset.sum_eq_sum_iff_of_le hle).trans ⟨?_, ?_⟩⟩
  · intro e k hk i
    exact (key i).2.mp (e i (Finset.mem_univ i)) k hk
  · intro e i _
    exact (key i).2.mpr fun k hk => e k hk i
```

## Two preparations

For two members, the weights are the vector (t, 1−t), and the mixture on level i is t p_i + (1−t) p′_i.

```lean
omit [Fintype ι] in
/-- A two-member ensemble with weights `t` and `1 - t` has populations `t p + (1 - t) p'`. -/
theorem mix_two (t : ℝ) (p p' : ι → ℝ) :
    mix ![t, 1 - t] ![p, p'] = fun i => t * p i + (1 - t) * p' i := by
  funext i
  simp [mix, Fin.sum_univ_two]
```

With 0 ≤ t ≤ 1, both weights are nonnegative and they sum to 1. The general inequality becomes the one for the two preparations.

```lean
/-- Joint convexity of relative entropy for two pairs of populations mixed in the
proportion `t` to `1 - t`. -/
theorem relEntropy_jointly_convex (p p' q q' : ι → ℝ) (t : ℝ) (ht0 : 0 ≤ t) (ht1 : t ≤ 1)
    (hp : ∀ i, 0 ≤ p i) (hp' : ∀ i, 0 ≤ p' i) (hq : ∀ i, 0 < q i) (hq' : ∀ i, 0 < q' i) :
    relEntropy (fun i => t * p i + (1 - t) * p' i) (fun i => t * q i + (1 - t) * q' i)
      ≤ t * relEntropy p q + (1 - t) * relEntropy p' q' := by
  have h := (relEntropy_mix ![t, 1 - t] ![p, p'] ![q, q']
    (Fin.forall_fin_two.mpr ⟨ht0, sub_nonneg.mpr ht1⟩) (by simp [Fin.sum_univ_two])
    (Fin.forall_fin_two.mpr ⟨hp, hp'⟩) (Fin.forall_fin_two.mpr ⟨hq, hq'⟩)).1
  rw [mix_two, mix_two, Fin.sum_univ_two] at h
  exact h
```

For 0 < t < 1 both members occur. The equality condition for the first one is

p_i (t q_i + (1−t) q′_i) = (t p_i + (1−t) p′_i) q_i.

The terms in t cancel, leaving (1−t)(p_i q′_i − p′_i q_i) = 0. The condition for the second member reduces in the same way to t (p′_i q_i − p_i q′_i) = 0. Since t and 1 − t are nonzero, both say

p_i / q_i = p′_i / q′_i on every level.

With a common reference, q = q′, equality thus means p = p′. At the limits t = 0 and t = 1 only one preparation is left and the two sides agree whatever the ratios are, which is why the criterion is stated for a genuine mixture. In the proof, the first `linear_combination` carries out the cancellation for the first member, which already gives equal ratios, and the other two recover the condition for each member from equal ratios.

```lean
/-- For a genuine mixture, `0 < t < 1`, joint convexity is an equality exactly when the two
pairs have the same population ratio on every level. -/
theorem relEntropy_jointly_convex_eq_iff (p p' q q' : ι → ℝ) (t : ℝ) (ht0 : 0 < t)
    (ht1 : t < 1) (hp : ∀ i, 0 ≤ p i) (hp' : ∀ i, 0 ≤ p' i) (hq : ∀ i, 0 < q i)
    (hq' : ∀ i, 0 < q' i) :
    relEntropy (fun i => t * p i + (1 - t) * p' i) (fun i => t * q i + (1 - t) * q' i)
      = t * relEntropy p q + (1 - t) * relEntropy p' q' ↔ ∀ i, p i / q i = p' i / q' i := by
  have h := (relEntropy_mix ![t, 1 - t] ![p, p'] ![q, q']
    (Fin.forall_fin_two.mpr ⟨ht0.le, sub_nonneg.mpr ht1.le⟩) (by simp [Fin.sum_univ_two])
    (Fin.forall_fin_two.mpr ⟨hp, hp'⟩) (Fin.forall_fin_two.mpr ⟨hq, hq'⟩)).2
  rw [mix_two, mix_two, Fin.sum_univ_two] at h
  refine h.trans ⟨fun e i => ?_, fun e => Fin.forall_fin_two.mpr ⟨fun _ i => ?_, fun _ i => ?_⟩⟩
  · have e0 : p i * (t * q i + (1 - t) * q' i) = (t * p i + (1 - t) * p' i) * q i := e 0 ht0 i
    rw [div_eq_div_iff (hq i).ne' (hq' i).ne']
    exact mul_left_cancel₀ (sub_pos.mpr ht1).ne' (by linear_combination e0)
  · have ei := (div_eq_div_iff (hq i).ne' (hq' i).ne').mp (e i)
    show p i * (t * q i + (1 - t) * q' i) = (t * p i + (1 - t) * p' i) * q i
    linear_combination (1 - t) * ei
  · have ei := (div_eq_div_iff (hq i).ne' (hq' i).ne').mp (e i)
    show p' i * (t * q i + (1 - t) * q' i) = (t * p i + (1 - t) * p' i) * q' i
    linear_combination (-t) * ei
```

## Mixing and the Gibbs entropy

Set every reference population equal to 1. This reference is not normalised, which the general theorem permits, and its average is again 1 because the weights sum to 1. For any populations r,

D(r, 1) = ∑_i r_i ln r_i = −S(r).

Joint convexity then reads −S(P) ≤ −∑_k w_k S(p_k), or

∑_k w_k S(p_k) ≤ S(P).

Losing the record of the preparation cannot take the entropy below the average entropy of the members. In the proof, `h1` averages the constant reference and `h2` identifies the relative entropy with −S.

```lean
/-- Concavity of the Gibbs entropy: a mixture has at least the average entropy of its
members. -/
theorem entropy_concave (w : κ → ℝ) (p : κ → ι → ℝ) (hw : ∀ k, 0 ≤ w k)
    (hw1 : ∑ k, w k = 1) (hp : ∀ k i, 0 ≤ p k i) :
    ∑ k, w k * entropy (p k) ≤ entropy (mix w p) := by
  -- take every reference population equal to one
  have h := (relEntropy_mix w p (fun _ _ => (1 : ℝ)) hw hw1 hp (fun _ _ => one_pos)).1
  have h1 : mix w (fun (_ : κ) (_ : ι) => (1 : ℝ)) = fun _ => 1 := by
    funext i
    simp [mix, hw1]
  have h2 : ∀ r : ι → ℝ, relEntropy r (fun _ => 1) = -entropy r := by
    intro r
    simp [relEntropy, entropy]
  rw [h1] at h
  simp only [h2, mul_neg, Finset.sum_neg_distrib] at h
  linarith

end

end RelativeEntropyJointConvexity
```

```lean
#print axioms RelativeEntropyJointConvexity.relEntropy_jointly_convex
#print axioms RelativeEntropyJointConvexity.relEntropy_jointly_convex_eq_iff
#print axioms RelativeEntropyJointConvexity.entropy_concave
```

```
'RelativeEntropyJointConvexity.relEntropy_jointly_convex' depends on axioms: [propext, Classical.choice, Quot.sound]
'RelativeEntropyJointConvexity.relEntropy_jointly_convex_eq_iff' depends on axioms: [propext, Classical.choice, Quot.sound]
'RelativeEntropyJointConvexity.entropy_concave' depends on axioms: [propext, Classical.choice, Quot.sound]
```
